# Wigner–Eckart with multiplicity for finite groups: one reduced matrix element per copy of the target irrep

Suppose a code stores a single reduced matrix element for each triple of symmetry labels $(U,V,W)$. If the irreducible representation $W$ occurs twice in $U\otimes V$, the symmetry-allowed matrix elements have two free parameters, and one stored number cannot reproduce them in general. The rebuilt matrix still has the correct symmetry, so a symmetry check does not reveal the loss.

This happens even for irreducible $U$ and $V$: for the rotation group of the tetrahedron, the three-dimensional irreducible representation occurs twice in its product with itself. A smaller example uses the two-element group and a label $U$ that stands for a reducible representation. Let $U$ have coordinates $(x_0,x_1,y)$, where the nontrivial element fixes $x_0,x_1$ and reverses $y$. Let $V$ and $W$ both be the sign representation, and let $z$ be the coordinate on $V$. The symmetry-preserving maps $U\otimes V\to W$ are $c_0x_0z+c_1x_1z$, so a table with room for $c_0$ alone loses the second term.

## Expansion in the coordinate projections

Let a group $G$ act linearly on complex vector spaces $U$, $V$ and $W$, with $W$ irreducible and finite-dimensional. A G-map is a linear map that commutes with the action. Write $\pi(g)$ for the action on $U\otimes V$ and $\sigma(g)$ for that on $W$. Suppose an invertible linear map

$$e:U\otimes V\to W^m\oplus R$$

carries $\pi$ to an action that applies $\sigma(g)$ to each copy of $W$ and acts separately on the remainder $R$, and suppose that the only G-map $R\to W$ is zero. For a finite group and finite-dimensional $R$, this last condition says that $W$ does not occur in $R$: every copy has been split off.

Let $P_i$ be the projection onto copy $i$, with $i=0,\dots,m-1$. Then every G-map $T:U\otimes V\to W$ has the form

$$T=\sum_i c_iP_i$$

for exactly one family of complex numbers $c_i$, the reduced matrix elements. For $m=0$ the sum is empty and $T=0$, which is a selection rule.

## Compressing and rebuilding matrix elements

In a typical use, $V$ holds the initial states, $U$ labels the components of a set of operators, and $W$ is the final multiplet. Take bases $u_a$, $v_b$, $w_k$, and let $T_{k,ab}$ and $C^i_{k,ab}$ be the $k$-th coordinates of $T(u_a\otimes v_b)$ and $P_i(u_a\otimes v_b)$. Then

$$T_{k,ab}=\sum_i c_i\,C^i_{k,ab}.$$

An electronic-structure code that keeps only the $c_i$ and a table of coupling coefficients $C^i_{k,ab}$ relies on this identity, which here covers linear symmetries and a finite-dimensional final multiplet. When $m>1$, the table needs the multiplicity index $i$.

To extract the coefficients, let $\iota_i:W\to U\otimes V$ be the inclusion of copy $i$. Then

$$c_i=\frac{\operatorname{tr}(T\iota_i)}{\dim W}.$$

A useful check is to compute these numbers and form $T-\sum_i c_iP_i$. If the difference exceeds rounding error, then either $T$ breaks the symmetry or the decomposition is wrong or incomplete.

## Schur's lemma on each copy, a trace for each coefficient

**A G-map $f:W\to W$ is a scalar.** Since $W$ is nonzero, complex and finite-dimensional, $f$ has an eigenvalue $c$. If $fw=cw$, then

$$f\sigma(g)w=\sigma(g)fw=c\,\sigma(g)w,$$

so the eigenspace is invariant. It is not zero, hence it is all of $W$, and $f=c\,1$.

**The inclusions are G-maps.** The vector $\iota_iw$ is the one that $e$ sends to $w$ in copy $i$ and zero elsewhere. Acting with $g$ turns $w$ into $\sigma(g)w$ and leaves the zeros alone, so $\pi(g)\iota_iw=\iota_i\sigma(g)w$. The same argument applies to the inclusion $\kappa:R\to U\otimes V$. Moreover

$$P_i\iota_j=\delta_{ij}1,\qquad P_i\kappa=0,\qquad x=\sum_i\iota_iP_ix+\kappa r_x,$$

where $r_x$ is the $R$-component of $e(x)$.

**Existence.** The map $T\iota_i:W\to W$ is a G-map, so $T\iota_i=c_i1$. The map $T\kappa:R\to W$ is a G-map, so it vanishes. Applying $T$ to the expansion of $x$ gives

$$Tx=\sum_iT\iota_iP_ix+T\kappa r_x=\sum_ic_iP_ix.$$

**Uniqueness.** If $T=\sum_jc_jP_j$, then $T\iota_i=\sum_jc_j\delta_{ji}1=c_i1$. Its trace is $c_i\dim W$, which gives the trace formula. The formula's right-hand side does not involve the chosen expansion, so two expansions of $T$ have the same coefficients.

**Matrix elements.** Evaluating $T=\sum_ic_iP_i$ on $u_a\otimes v_b$ and taking coordinate $k$ gives the component formula. Conversely, if numbers $d_i$ satisfy that formula for all $a,b,k$, then $T$ and $\sum_id_iP_i$ agree on a basis. They are therefore equal, and $d_i=c_i$.

**The condition on $R$ is necessary.** Given a G-map $f:R\to W$, the map $Tx=f(r_x)$ is also a G-map. If it equals $\sum_ic_iP_i$, then evaluating at $\kappa r$ gives $f(r)=\sum_ic_iP_i\kappa r=0$. For a finite group, a missed copy of $W$ in $R$ can be split off and gives a nonzero $f$, so it would spoil the expansion.

## The Lean source

```lean
import Mathlib

open scoped TensorProduct

namespace WignerEckartMultiplicity

noncomputable section

variable {G X Y U V W R : Type*} [Group G]
  [AddCommGroup X] [Module ℂ X] [AddCommGroup Y] [Module ℂ Y]
  [AddCommGroup U] [Module ℂ U] [AddCommGroup V] [Module ℂ V]
  [AddCommGroup W] [Module ℂ W] [AddCommGroup R] [Module ℂ R] {m : ℕ}

/-- A G-map: a linear map that commutes with the symmetry operations. -/
def IsGMap (ρ : Representation ℂ G X) (σ : Representation ℂ G Y) (f : X →ₗ[ℂ] Y) : Prop :=
  ∀ g x, f (ρ g x) = σ g (f x)

/-- An irreducible representation: a nonzero space whose only invariant subspaces are
zero and the whole space. -/
def IsIrrep (σ : Representation ℂ G W) : Prop :=
  Nontrivial W ∧ ∀ S : Submodule ℂ W, (∀ g, ∀ w ∈ S, σ g w ∈ S) → S = ⊥ ∨ S = ⊤

/-- The linear equivalence `e` splits the representation `π` into `m` copies of `σ` and a
remainder `τ`, each transforming separately. -/
def IsDecomposition (π : Representation ℂ G X) (σ : Representation ℂ G W)
    (τ : Representation ℂ G R) (e : X ≃ₗ[ℂ] (Fin m → W) × R) : Prop :=
  ∀ g x, e (π g x) = (fun i => σ g ((e x).1 i), τ g (e x).2)

/-- The coordinate projection onto the `i`-th copy of `W`. -/
def coupling (e : X ≃ₗ[ℂ] (Fin m → W) × R) (i : Fin m) : X →ₗ[ℂ] W :=
  LinearMap.proj i ∘ₗ LinearMap.fst ℂ (Fin m → W) R ∘ₗ e.toLinearMap

/-- The inclusion of `W` as the `i`-th copy. -/
def embed (e : X ≃ₗ[ℂ] (Fin m → W) × R) (i : Fin m) : W →ₗ[ℂ] X :=
  e.symm.toLinearMap ∘ₗ LinearMap.inl ℂ (Fin m → W) R ∘ₗ
    LinearMap.single ℂ (fun _ : Fin m => W) i

/-- The inclusion of the remainder `R`. -/
def rest (e : X ≃ₗ[ℂ] (Fin m → W) × R) : R →ₗ[ℂ] X :=
  e.symm.toLinearMap ∘ₗ LinearMap.inr ℂ (Fin m → W) R

/-- Schur's lemma: a G-map from a finite-dimensional irreducible representation to itself
is a multiple of the identity. -/
theorem schur_scalar [FiniteDimensional ℂ W] {σ : Representation ℂ G W} (hσ : IsIrrep σ)
    {f : W →ₗ[ℂ] W} (hf : IsGMap σ σ f) : ∃ c : ℂ, f = c • LinearMap.id := by
  have := hσ.1
  obtain ⟨c, hc⟩ := Module.End.exists_eigenvalue f
  refine ⟨c, LinearMap.ext fun w => ?_⟩
  -- the eigenspace is invariant, hence everything
  have hS := hσ.2 (Module.End.eigenspace f c) (fun g w hw => by
    rw [Module.End.mem_eigenspace_iff] at hw ⊢
    rw [hf g w, hw, map_smul])
  rcases hS with h | h
  · exact absurd h hc
  · have hw : w ∈ Module.End.eigenspace f c := by
      rw [h]
      exact Submodule.mem_top
    simpa using Module.End.mem_eigenspace_iff.mp hw

/-- The inclusion of each copy of `W` is a G-map. -/
theorem embed_isGMap {π : Representation ℂ G X} {σ : Representation ℂ G W}
    {τ : Representation ℂ G R} {e : X ≃ₗ[ℂ] (Fin m → W) × R}
    (hd : IsDecomposition π σ τ e) (i : Fin m) : IsGMap σ π (embed e i) := by
  intro g w
  apply e.injective
  rw [hd g (embed e i w)]
  refine Prod.ext (funext fun j => ?_) ?_
  · by_cases h : j = i
    · subst h
      simp [embed]
    · simp [embed, h]
  · simp [embed]

/-- Every vector is the sum of its components in the copies of `W` and in the remainder. -/
theorem resolution (e : X ≃ₗ[ℂ] (Fin m → W) × R) (x : X) :
    x = ∑ i, embed e i (coupling e i x) + rest e (e x).2 := by
  apply e.injective
  refine Prod.ext ?_ ?_
  · simp [embed, coupling, rest, Prod.fst_sum, Finset.univ_sum_single]
  · simp [embed, coupling, rest, Prod.snd_sum]

/-- The coefficient of the `i`-th projection in `T` is the trace of `T` restricted to the
`i`-th copy of `W`, divided by the dimension of `W`. -/
theorem reduced_eq_trace [FiniteDimensional ℂ W] [Nontrivial W]
    (e : X ≃ₗ[ℂ] (Fin m → W) × R) {T : X →ₗ[ℂ] W} {c : Fin m → ℂ}
    (h : T = ∑ i, c i • coupling e i) (i : Fin m) :
    c i = LinearMap.trace ℂ W (T ∘ₗ embed e i) / (Module.finrank ℂ W : ℂ) := by
  have hT : T ∘ₗ embed e i = c i • LinearMap.id := by
    refine LinearMap.ext fun w => ?_
    simp [h, coupling, embed, Pi.single_apply]
  have hn : (Module.finrank ℂ W : ℂ) ≠ 0 := Nat.cast_ne_zero.mpr Module.finrank_pos.ne'
  rw [hT, map_smul, LinearMap.trace_id, smul_eq_mul, mul_div_cancel_right₀ _ hn]

/-- Wigner–Eckart theorem with multiplicity: if `U ⊗ V` is `m` copies of the finite-dimensional
irreducible `W` plus a remainder without nonzero G-maps to `W`, every G-map from `U ⊗ V` to `W` is a
unique linear combination of the `m` coordinate projections. -/
theorem wigner_eckart [FiniteDimensional ℂ W] {ρU : Representation ℂ G U}
    {ρV : Representation ℂ G V} {σ : Representation ℂ G W} {τ : Representation ℂ G R}
    {e : U ⊗[ℂ] V ≃ₗ[ℂ] (Fin m → W) × R} (hσ : IsIrrep σ)
    (hd : IsDecomposition (ρU.tprod ρV) σ τ e)
    (hR : ∀ f : R →ₗ[ℂ] W, IsGMap τ σ f → f = 0)
    {T : U ⊗[ℂ] V →ₗ[ℂ] W} (hT : IsGMap (ρU.tprod ρV) σ T) :
    ∃! c : Fin m → ℂ, T = ∑ i, c i • coupling e i := by
  have := hσ.1
  -- on each copy of W the map is a scalar
  have hs : ∀ i, ∃ c : ℂ, T ∘ₗ embed e i = c • LinearMap.id := fun i =>
    schur_scalar hσ (fun g w => by
      rw [LinearMap.comp_apply, embed_isGMap hd i g w, hT g (embed e i w),
        LinearMap.comp_apply])
  choose c hc using hs
  -- on the remainder it vanishes
  have h0 : T ∘ₗ rest e = 0 := hR _ (fun g r => by
    have hr : rest e (τ g r) = ρU.tprod ρV g (rest e r) := by
      apply e.injective
      rw [hd g (rest e r)]
      refine Prod.ext (funext fun j => ?_) ?_ <;> simp [rest]
    rw [LinearMap.comp_apply, hr, hT g (rest e r), LinearMap.comp_apply])
  have hci : ∀ i w, T (embed e i w) = c i • w := fun i w => by
    simpa using LinearMap.congr_fun (hc i) w
  have hr : ∀ r, T (rest e r) = 0 := fun r => LinearMap.congr_fun h0 r
  have hsum : T = ∑ i, c i • coupling e i := by
    refine LinearMap.ext fun x => ?_
    conv_lhs => rw [resolution e x]
    simp only [map_add, map_sum, hci, hr, add_zero, LinearMap.sum_apply, LinearMap.smul_apply]
  -- the trace formula fixes the coefficients
  exact ⟨c, hsum, fun d hd' => funext fun i =>
    (reduced_eq_trace e hd' i).trans (reduced_eq_trace e hsum i).symm⟩

/-- Under the hypotheses of `wigner_eckart`, and in bases of `U`, `V` and `W`, all matrix elements
of a G-map from `U ⊗ V` to `W` are sums over the `m` occurrences of a reduced matrix element times a
coupling coefficient, and the reduced matrix elements are unique. -/
theorem wigner_eckart_matrix_elements [FiniteDimensional ℂ W] {ρU : Representation ℂ G U}
    {ρV : Representation ℂ G V} {σ : Representation ℂ G W} {τ : Representation ℂ G R}
    {e : U ⊗[ℂ] V ≃ₗ[ℂ] (Fin m → W) × R} (hσ : IsIrrep σ)
    (hd : IsDecomposition (ρU.tprod ρV) σ τ e)
    (hR : ∀ f : R →ₗ[ℂ] W, IsGMap τ σ f → f = 0)
    {T : U ⊗[ℂ] V →ₗ[ℂ] W} (hT : IsGMap (ρU.tprod ρV) σ T) {I J K : Type*}
    (u : Module.Basis I ℂ U) (v : Module.Basis J ℂ V) (w : Module.Basis K ℂ W) :
    ∃! c : Fin m → ℂ, ∀ a b k, w.repr (T (u a ⊗ₜ[ℂ] v b)) k =
      ∑ i, c i * w.repr (coupling e i (u a ⊗ₜ[ℂ] v b)) k := by
  obtain ⟨c, hc, huniq⟩ := wigner_eckart hσ hd hR hT
  refine ⟨c, fun a b k => ?_, fun d hd' => huniq d ?_⟩
  · rw [hc]
    simp [LinearMap.sum_apply, Finsupp.finsetSum_apply]
  · refine (u.tensorProduct v).ext fun p => w.ext_elem fun k => ?_
    have hp : u.tensorProduct v p = u p.1 ⊗ₜ[ℂ] v p.2 := by
      obtain ⟨a, b⟩ := p
      simp
    simpa [hp, LinearMap.sum_apply, Finsupp.finsetSum_apply] using hd' p.1 p.2 k

/-- Converse: if every G-map to `W` is a combination of the coordinate projections, then the
remainder has no nonzero G-map to `W`. -/
theorem remainder_condition_necessary {π : Representation ℂ G X} {σ : Representation ℂ G W}
    {τ : Representation ℂ G R} {e : X ≃ₗ[ℂ] (Fin m → W) × R} (hd : IsDecomposition π σ τ e)
    (hall : ∀ T : X →ₗ[ℂ] W, IsGMap π σ T → ∃ c : Fin m → ℂ, T = ∑ i, c i • coupling e i)
    (f : R →ₗ[ℂ] W) (hf : IsGMap τ σ f) : f = 0 := by
  -- extend f by zero on the copies of W
  obtain ⟨c, hc⟩ := hall (f ∘ₗ LinearMap.snd ℂ (Fin m → W) R ∘ₗ e.toLinearMap) (fun g x => by
    change f (e (π g x)).2 = σ g (f (e x).2)
    rw [hd g x]
    exact hf g (e x).2)
  refine LinearMap.ext fun r => ?_
  simpa [rest, coupling, LinearMap.sum_apply] using LinearMap.congr_fun hc (rest e r)

/-- The sign representation of the two-element group on `ℂ`. -/
def signRep : Representation ℂ ℤˣ ℂ where
  toFun g := ((g : ℤ) : ℂ) • LinearMap.id
  map_one' := LinearMap.ext fun x => by simp
  map_mul' g h := LinearMap.ext fun x => by
    simp [mul_assoc]
    ring

/-- Two trivial representations and one sign representation of the two-element group. -/
def mixedRep : Representation ℂ ℤˣ ((Fin 2 → ℂ) × ℂ) where
  toFun g := LinearMap.prodMap LinearMap.id (signRep g)
  map_one' := LinearMap.ext fun x => by simp
  map_mul' g h := LinearMap.ext fun x => by simp

/-- The product of `mixedRep` and `signRep` is two copies of the irreducible `signRep` plus a
trivial remainder, which has no nonzero G-map to `signRep`. -/
theorem wigner_eckart_witness :
    IsIrrep signRep ∧
    IsDecomposition (mixedRep.tprod signRep) signRep (Representation.trivial ℂ ℤˣ ℂ)
      (TensorProduct.rid ℂ ((Fin 2 → ℂ) × ℂ)) ∧
    ∀ f : ℂ →ₗ[ℂ] ℂ, IsGMap (Representation.trivial ℂ ℤˣ ℂ) signRep f → f = 0 := by
  refine ⟨⟨inferInstance, fun S _ => Ideal.eq_bot_or_top S⟩, fun g x => ?_, fun f hf => ?_⟩
  · induction x using TensorProduct.induction_on with
    | zero => refine Prod.ext (funext fun i => ?_) ?_ <;> simp
    | tmul u z =>
      rcases Int.units_eq_one_or g with rfl | rfl <;>
        refine Prod.ext (funext fun i => ?_) ?_ <;> simp [mixedRep, signRep]
    | add x y hx hy =>
      simp only [map_add, hx, hy]
      refine Prod.ext (funext fun i => ?_) ?_ <;> simp
  · -- the nontrivial element forces f 1 = - f 1
    have h : f 1 = -f 1 := by simpa [signRep] using hf (-1) 1
    refine LinearMap.ext_ring ?_
    rw [LinearMap.zero_apply]
    linear_combination h / 2

end

end WignerEckartMultiplicity
```

```lean
#print axioms WignerEckartMultiplicity.wigner_eckart_matrix_elements
#print axioms WignerEckartMultiplicity.remainder_condition_necessary
```

```
'WignerEckartMultiplicity.wigner_eckart_matrix_elements' depends on axioms: [propext, Classical.choice, Quot.sound]
'WignerEckartMultiplicity.remainder_condition_necessary' depends on axioms: [propext, Classical.choice, Quot.sound]
```

## How the Lean statements describe operators and multiplets

`Representation ℂ G U` is an action of $G$ by complex linear maps, and `ρU.tprod ρV` acts on both factors at once. `IsGMap` is the commutation condition, and `IsIrrep` says that the space is nonzero and has no invariant subspaces except zero and itself. `IsDecomposition` says that `e` carries the product action to the componentwise one. `coupling e i`, `embed e i` and `rest e` are $P_i$, $\iota_i$ and $\kappa$.

In `wigner_eckart`, the hypotheses `hσ`, `hd`, `hR` and `hT` state that $W$ is irreducible, that the decomposition is valid, that $R$ has no nonzero G-map to $W$, and that $T$ preserves the symmetry. The conclusion `∃! c` gives exactly one coefficient family for the chosen `e`. A different choice or scaling of the copies can change the numbers, so stored reduced elements must be kept with the coupling table that defines them.

The group need not be finite, and $U$ and $V$ may be infinite-dimensional. In `wigner_eckart_matrix_elements`, the bases are arbitrary and `w.repr` reads off coordinates. These are the usual bracket matrix elements when the basis of $W$ is orthonormal, but the file uses no inner product.

## Where the calculation appears in the proof

`schur_scalar` takes an eigenvalue from `Module.End.exists_eigenvalue`, shows that the eigenspace is invariant, and uses irreducibility to leave two cases: zero, which contradicts the eigenvalue, or the whole space. `embed_isGMap` and `resolution` apply `e.injective` and compare components, as in the derivation.

In `wigner_eckart`, `choose` collects the scalars $c_i$, `h0` is the vanishing of $T\kappa$, and rewriting with `resolution` gives the expansion. Uniqueness applies `reduced_eq_trace` to both candidate families. The matrix-element theorem compares maps on the product basis, then coordinate by coordinate. `remainder_condition_necessary` extends $f$ by zero on the copies of $W$ and evaluates on the remainder.

`wigner_eckart_witness` verifies the hypotheses on $W$ and on the decomposition for the opening example with the two-element group, with $m=2$ and a one-dimensional trivial remainder. It checks the decomposition on product vectors and extends it to sums. For a G-map from the remainder to $W$, the nontrivial element forces $f(1)=-f(1)$, so $f=0$.

## What the user must supply

The decomposition is an input. The file neither constructs `e` nor finds $m$ from characters, and it produces no coupling tables. The familiar angular-momentum form of the Wigner–Eckart theorem also uses explicit Clebsch–Gordan coefficients for rotations, with each total angular momentum occurring at most once in a product of two multiplets; those facts would have to be provided separately.

Unitarity and phase conventions are likewise left open, and antiunitary operations such as time reversal lie outside this linear model. Such operations may further restrict the $c_i$.

The theorems expand a given G-map; that each $P_i$ is itself a G-map, so that all $m$ coefficients are free, follows by reading one component of `IsDecomposition`, though the file does not state it as a theorem. Floating-point error and the correctness of a particular implementation still need numerical tests.
